# To first order, the electrostatic potential of a neutral radial charge change inside a sphere shifts an orbital's energy only through the orbital's part inside that sphere

Let the radial charge of a 4f shell change at fixed occupancy, with the whole change confined to a sphere around the nucleus. The change then produces no monopole potential outside the sphere. If its potential inside is bounded, the first-order energy shift that this potential gives any normalised orbital is, in size, at most that bound times the orbital's weight inside.

For a lanthanide treated with a frozen 4f core, this limits the direct electrostatic part of the valence-level error that comes from keeping the 4f shell's radial shape fixed. The model is spherical and first-order, and it leaves out exchange and the response of the other orbitals.

Let $R>0$ be the sphere's radius and $d(s)$ the change in electrons per unit radius at radius $s$. Atomic units are used throughout. The change is given, not computed self-consistently, and nothing in the argument is specific to 4f. A real 4f shell has a tail, so the sharp radius $R$ is an idealisation.

```lean
import Mathlib

open MeasureTheory Set

namespace FrozenCoreRelaxation

noncomputable section
```

The charge enclosed within radius $r$ is $Q(r)=\int_0^r d(s)\,ds$, and fixed occupancy means $Q(R)=0$. In Lean, $Q(r)$ is `enclosedCharge d r`.

```lean
/-- The charge (in electrons) that the radial charge change `d` places between the nucleus
and radius `r`. -/
def enclosedCharge (d : ℝ → ℝ) (r : ℝ) : ℝ := ∫ s in (0 : ℝ)..r, d s
```

A thin shell of radius $s$ acts at radius $r$ with the Coulomb factor $1/\max(r,s)$. The potential is therefore
$$V(r)=\int_0^R\frac{d(s)}{\max(r,s)}\,ds ,$$
written `corePotential d R r`. Since $d$ counts electrons, $V$ is the potential energy of another electron, positive where electrons have been added.

```lean
/-- The monopole Coulomb potential, in atomic units, at radius `r > 0` of a radial charge
change `d` confined to the sphere of radius `R`. -/
def corePotential (d : ℝ → ℝ) (R r : ℝ) : ℝ := ∫ s in (0 : ℝ)..R, d s / max r s
```

## (a) Inner and outer shells

Let $d$ be continuous on $[0,R]$ and $0<r\le R$. Separate the shells inside $r$ from those outside to show
$$V(r)=\frac{Q(r)}{r}+\int_r^R\frac{d(s)}{s}\,ds .$$

**Solution.** Split the integral at $s=r$. For $s\le r$ the maximum is $r$, and this part is $\frac1r\int_0^r d(s)\,ds=Q(r)/r$. For $s\ge r$ the maximum is $s$, which leaves the second term.

In the proof, `h1` and `h2` supply integrability on the two intervals, and the two `integral_congr` steps evaluate the maximum on each.

```lean
variable {d u : ℝ → ℝ} {R r M C : ℝ}

/-- Inside the sphere, the potential of a continuous charge change is that of the enclosed
charge placed at the nucleus plus that of the shells further out. -/
theorem corePotential_shells (hd : ContinuousOn d (Icc 0 R)) (hr : 0 < r) (hrR : r ≤ R) :
    corePotential d R r = enclosedCharge d r / r + ∫ s in r..R, d s / s := by
  have hint : ContinuousOn (fun s => d s / max r s) (Icc 0 R) :=
    hd.div (continuous_const.max continuous_id).continuousOn
      (fun s _ => (lt_max_of_lt_left hr).ne')
  have h1 : IntervalIntegrable (fun s => d s / max r s) volume 0 r :=
    (hint.mono (Icc_subset_Icc_right hrR)).intervalIntegrable_of_Icc hr.le
  have h2 : IntervalIntegrable (fun s => d s / max r s) volume r R :=
    (hint.mono (Icc_subset_Icc_left hr.le)).intervalIntegrable_of_Icc hrR
  unfold corePotential enclosedCharge
  -- split the charge into the part inside r and the part outside r
  rw [← intervalIntegral.integral_add_adjacent_intervals h1 h2,
    ← intervalIntegral.integral_div]
  congr 1
  · apply intervalIntegral.integral_congr
    intro s hs
    rw [uIcc_of_le hr.le] at hs
    simp only [max_eq_left hs.2]
  · apply intervalIntegral.integral_congr
    intro s hs
    rw [uIcc_of_le hrR] at hs
    simp only [max_eq_right hs.1]
```

## (b) The potential at and beyond the boundary

Let $r\ge R$. Show that the sphere acts like a point charge:
$$V(r)=\frac{Q(R)}{r}.$$

**Solution.** Every shell has $s\le R\le r$, so $\max(r,s)=r$ throughout. The constant $1/r$ comes out of the integral and leaves $Q(R)$.

The Lean proof is the same replacement of the maximum.

```lean
/-- At and beyond the radius `R > 0` of the sphere, the potential is that of the total charge
placed at the nucleus. -/
theorem corePotential_outside (hR : 0 < R) (hr : R ≤ r) :
    corePotential d R r = enclosedCharge d R / r := by
  unfold corePotential enclosedCharge
  rw [← intervalIntegral.integral_div]
  apply intervalIntegral.integral_congr
  intro s hs
  rw [uIcc_of_le hR.le] at hs
  simp only [max_eq_left (hs.2.trans hr)]
```

## (c) The slope of the potential

Let $d$ be continuous on $[0,R]$ and $0<r<R$. Derive Gauss's law for the radial charge:
$$V'(r)=-\frac{Q(r)}{r^2}.$$

**Solution.** Differentiate the formula from (a). Since $Q'(r)=d(r)$,
$$\left(\frac{Q(r)}{r}\right)'=\frac{d(r)}{r}-\frac{Q(r)}{r^2},\qquad \frac{d}{dr}\int_r^R\frac{d(s)}{s}\,ds=-\frac{d(r)}{r}.$$
The terms containing $d(r)$ cancel.

`HasDerivAt` says both that the derivative exists and what it is. The facts `hQ` and `hT` are the two applications of the fundamental theorem of calculus. The formula from (a) holds in a neighbourhood of $r$, which is enough to carry the derivative over to $V$.

```lean
/-- Gauss's law for a continuous charge change: strictly inside the sphere and away from the
nucleus, the slope of the potential is minus the enclosed charge over `r²`. -/
theorem corePotential_gauss (hd : ContinuousOn d (Icc 0 R)) (hr : 0 < r) (hrR : r < R) :
    HasDerivAt (corePotential d R) (-enclosedCharge d r / r ^ 2) r := by
  have hdr : ContinuousAt d r := hd.continuousAt (Icc_mem_nhds hr hrR)
  have hQ : HasDerivAt (enclosedCharge d) (d r) r :=
    intervalIntegral.integral_hasDerivAt_right
      ((hd.mono (Icc_subset_Icc_right hrR.le)).intervalIntegrable_of_Icc hr.le)
      ((hd.mono Ioo_subset_Icc_self).stronglyMeasurableAtFilter isOpen_Ioo r ⟨hr, hrR⟩) hdr
  have hg : ContinuousOn (fun s => d s / s) (Ioc 0 R) :=
    (hd.mono Ioc_subset_Icc_self).div continuousOn_id (fun s hs => hs.1.ne')
  have hT : HasDerivAt (fun x => ∫ s in x..R, d s / s) (-(d r / r)) r :=
    intervalIntegral.integral_hasDerivAt_left
      ((hg.mono (fun s hs => ⟨hr.trans_le hs.1, hs.2⟩)).intervalIntegrable_of_Icc hrR.le)
      ((hg.mono Ioo_subset_Ioc_self).stronglyMeasurableAtFilter isOpen_Ioo r ⟨hr, hrR⟩)
      (hg.continuousAt (Ioc_mem_nhds hr hrR))
  -- the two terms containing d r cancel
  have h := (hQ.fun_div (hasDerivAt_id' r) hr.ne').fun_add hT
  refine (h.congr_of_eventuallyEq ?_).congr_deriv ?_
  · filter_upwards [Ioo_mem_nhds hr hrR] with x hx
    exact corePotential_shells hd hx.1 hx.2.le
  · have e : d r / r = d r * r / r ^ 2 := by field_simp
    rw [e]
    ring
```

## (d) The orbital shift

Let $u$ be the radial function of an orbital, meaning $r$ times the radial part of its wavefunction, with $\int_0^R u^2\,dr$ finite. Let $d$ be continuous on $[0,R]$ with $Q(R)=0$, and let $|V(r)|\le M$ for $0<r\le R$. Show that $V(r)=0$ for $r\ge R$, that $u^2V$ is integrable on $(0,\infty)$, and that
$$\left|\int_0^\infty u^2V\,dr\right|\le M\int_0^R u^2\,dr .$$

**Solution.** By (b), $V(r)=Q(R)/r=0$ for $r\ge R$, so only $(0,R]$ contributes. There $|u^2V|\le Mu^2$. By (c), $V$ is continuous on $(0,R)$, so $u^2V$ is measurable, and the integrable function $Mu^2$ dominates it. Integrating the inequality gives the bound.

The constant $M$ is the largest potential energy, in size, that the charge change is allowed to cause inside. Its existence is assumed here: if $d(0)\ne0$, $V$ diverges logarithmically at the nucleus.

For a normalised orbital the left-hand integral is the first-order shift, and the integral on the right is the probability of finding the electron inside. Otherwise both sides are to be divided by $\int_0^\infty u^2\,dr$.

In Lean, `Ioc 0 R` is $(0,R]$ and `Ioi 0` is $(0,\infty)$. Integrability is a separate conclusion because Lean assigns the integral 0 to a non-integrable function, which would make the bound empty. The steps `hmeas`, `hb` and `hz` give measurability, domination inside and vanishing outside.

```lean
/-- A continuous charge change of zero total charge gives no potential at or beyond `R`. If the
potential is at most `M` in size inside, the first-order energy shift of an orbital with radial
function `u` (`r` times the radial part of its wavefunction), square-integrable inside, is at most
`M` times its weight inside. -/
theorem frozen_core_shift_bound (hR : 0 < R) (hd : ContinuousOn d (Icc 0 R))
    (h0 : enclosedCharge d R = 0) (hM : ∀ r ∈ Ioc 0 R, |corePotential d R r| ≤ M)
    (hu : IntegrableOn (fun r => u r ^ 2) (Ioc 0 R)) :
    (∀ r, R ≤ r → corePotential d R r = 0) ∧
    IntegrableOn (fun r => u r ^ 2 * corePotential d R r) (Ioi 0) ∧
    |∫ r in Ioi 0, u r ^ 2 * corePotential d R r| ≤ M * ∫ r in (0 : ℝ)..R, u r ^ 2 := by
  have hV : ∀ r, R ≤ r → corePotential d R r = 0 := fun r hr => by
    rw [corePotential_outside hR hr, h0, zero_div]
  have hmeas : AEStronglyMeasurable (corePotential d R) (volume.restrict (Ioo 0 R)) :=
    ContinuousOn.aestronglyMeasurable
      (fun r hr => (corePotential_gauss hd hr.1 hr.2).continuousAt.continuousWithinAt)
      measurableSet_Ioo
  rw [Measure.restrict_congr_set Ioo_ae_eq_Ioc] at hmeas
  -- inside the sphere the integrand is dominated by M u²
  have hb : ∀ r ∈ Ioc 0 R, ‖u r ^ 2 * corePotential d R r‖ ≤ M * u r ^ 2 := by
    intro r hr
    rw [Real.norm_eq_abs, abs_mul, abs_of_nonneg (sq_nonneg (u r)), mul_comm]
    exact mul_le_mul_of_nonneg_right (hM r hr) (sq_nonneg _)
  have hae := ae_restrict_of_forall_mem (μ := volume) measurableSet_Ioc hb
  have hin : IntegrableOn (fun r => u r ^ 2 * corePotential d R r) (Ioc 0 R) :=
    Integrable.mono' (Integrable.const_mul hu M) (hu.aestronglyMeasurable.mul hmeas) hae
  -- outside the sphere it vanishes
  have hz : ∀ r ∈ Ioi (0 : ℝ) \ Ioc 0 R, u r ^ 2 * corePotential d R r = 0 := by
    intro r hr
    have hRr : R ≤ r := by
      by_contra h
      exact hr.2 ⟨hr.1, (not_le.mp h).le⟩
    rw [hV r hRr, mul_zero]
  refine ⟨hV, hin.of_forall_sdiff_eq_zero measurableSet_Ioi hz, ?_⟩
  rw [MeasureTheory.setIntegral_eq_of_subset_of_forall_sdiff_eq_zero measurableSet_Ioi
    Ioc_subset_Ioi_self hz, intervalIntegral.integral_of_le hR.le, ← integral_const_mul,
    ← Real.norm_eq_abs]
  exact norm_integral_le_of_norm_le (Integrable.const_mul hu M) hae
```

## (e) A bound from the charge density

Keep the assumptions of (d), but replace the bound on $V$ by $|d(s)|\le Cs^2$ on $[0,R]$. Since $d(s)=4\pi s^2\,\Delta\rho(s)$ for a spherical density change $\Delta\rho$, the constant $C$ is $4\pi$ times a bound on $|\Delta\rho|$. Show that
$$\left|\int_0^\infty u^2V\,dr\right|\le\frac{CR^2}{2}\int_0^R u^2\,dr .$$

**Solution.** Because $\max(r,s)\ge s$, each shell contributes at most $Cs^2/s=Cs$. Hence
$$|V(r)|\le\int_0^R Cs\,ds=\frac{CR^2}{2},$$
and (d) applies with this value as $M$.

The shell estimate is `hp`; the rest integrates it and calls the theorem from (d).

```lean
/-- If a continuous charge change of zero total charge is at most `C s²` in size at each radius
`s` of the sphere, the shift of an orbital square-integrable inside is at most `C R² / 2` times
its weight inside. -/
theorem shift_bound_of_bounded_density (hR : 0 < R) (hd : ContinuousOn d (Icc 0 R))
    (h0 : enclosedCharge d R = 0) (hC : ∀ s ∈ Icc 0 R, |d s| ≤ C * s ^ 2)
    (hu : IntegrableOn (fun r => u r ^ 2) (Ioc 0 R)) :
    |∫ r in Ioi 0, u r ^ 2 * corePotential d R r| ≤
      C * R ^ 2 / 2 * ∫ r in (0 : ℝ)..R, u r ^ 2 := by
  refine (frozen_core_shift_bound hR hd h0 (fun r _ => ?_) hu).2.2
  -- each shell contributes at most C s to the potential
  have hp : ∀ s, s ∈ Ioc 0 R → ‖d s / max r s‖ ≤ C * s := by
    intro s hs
    have hm : 0 < max r s := lt_max_of_lt_right hs.1
    have h1 := hC s ⟨hs.1.le, hs.2⟩
    have h2 : 0 ≤ C * s := by
      by_contra h
      nlinarith [abs_nonneg (d s), mul_neg_of_neg_of_pos (not_le.mp h) hs.1]
    rw [Real.norm_eq_abs, abs_div, abs_of_pos hm, div_le_iff₀ hm]
    nlinarith [mul_le_mul_of_nonneg_left (le_max_right r s) h2]
  have h := intervalIntegral.norm_integral_le_of_norm_le (μ := volume) hR.le
    (Filter.Eventually.of_forall hp)
    (Continuous.intervalIntegrable (by fun_prop) 0 R)
  rw [intervalIntegral.integral_const_mul, integral_id, Real.norm_eq_abs] at h
  unfold corePotential
  linarith
```

## (f) A cubic example

Take $R=1$ and $d(s)=3s^2-4s^3$. Show that $Q(1)=0$ and that, for $0<r\le1$,
$$V(r)=\frac16-\frac{r^2}{2}+\frac{r^3}{3}.$$

**Solution.** Integration gives $Q(r)=r^3-r^4$, so $Q(1)=0$ and $Q(r)/r=r^2-r^3$. The outer shells give
$$\int_r^1(3s-4s^2)\,ds=\frac16-\frac{3r^2}{2}+\frac{4r^3}{3}.$$
By (a), the sum of the two is $V(r)$.

This change moves electrons inwards. Its potential falls from $1/6$ near the nucleus to zero at the boundary, so $M=1/6$ hartree serves in (d). The example is chosen for easy integration and is not a realistic 4f change: its density change is nonzero at the nucleus, where a 4f density vanishes, and jumps to zero at the boundary.

In the proof, `hQ` computes the enclosed charge and `hT` simplifies the outer integrand.

```lean
/-- The charge change `3s² - 4s³` on the unit sphere has zero total charge, and its potential
inside is `1/6 - r²/2 + r³/3`. -/
theorem corePotential_cubic (hr : 0 < r) (hr1 : r ≤ 1) :
    enclosedCharge (fun s => 3 * s ^ 2 - 4 * s ^ 3) 1 = 0 ∧
    corePotential (fun s => 3 * s ^ 2 - 4 * s ^ 3) 1 r = 1 / 6 - r ^ 2 / 2 + r ^ 3 / 3 := by
  have hQ : ∀ x, enclosedCharge (fun s => 3 * s ^ 2 - 4 * s ^ 3) x = x ^ 3 - x ^ 4 := by
    intro x
    unfold enclosedCharge
    rw [intervalIntegral.integral_sub, intervalIntegral.integral_const_mul,
      intervalIntegral.integral_const_mul, integral_pow, integral_pow]
    · push_cast
      ring
    all_goals exact Continuous.intervalIntegrable (by fun_prop) _ _
  have hT : ∫ s in r..1, (3 * s ^ 2 - 4 * s ^ 3) / s = ∫ s in r..1, (3 * s - 4 * s ^ 2) := by
    apply intervalIntegral.integral_congr
    intro s hs
    rw [uIcc_of_le hr1] at hs
    change (3 * s ^ 2 - 4 * s ^ 3) / s = 3 * s - 4 * s ^ 2
    rw [div_eq_iff (hr.trans_le hs.1).ne']
    ring
  have hq : (r ^ 3 - r ^ 4) / r = r ^ 2 - r ^ 3 := by
    rw [div_eq_iff hr.ne']
    ring
  refine ⟨by rw [hQ]; norm_num, ?_⟩
  rw [corePotential_shells (by fun_prop) hr hr1, hQ, hT, hq, intervalIntegral.integral_sub,
    intervalIntegral.integral_const_mul, intervalIntegral.integral_const_mul, integral_id,
    integral_pow]
  · push_cast
    ring
  all_goals exact Continuous.intervalIntegrable (by fun_prop) _ _

end

end FrozenCoreRelaxation
```

```lean
#print axioms FrozenCoreRelaxation.frozen_core_shift_bound
#print axioms FrozenCoreRelaxation.shift_bound_of_bounded_density
#print axioms FrozenCoreRelaxation.corePotential_cubic
```

```
'FrozenCoreRelaxation.frozen_core_shift_bound' depends on axioms: [propext, Classical.choice, Quot.sound]
'FrozenCoreRelaxation.shift_bound_of_bounded_density' depends on axioms: [propext, Classical.choice, Quot.sound]
'FrozenCoreRelaxation.corePotential_cubic' depends on axioms: [propext, Classical.choice, Quot.sound]
```
